# With cell edges in the ratio 1 : √2, the line positions of primitive and body-centred cubic powder patterns first differ at the seventh line

## Line indices, structure factors and patterns

A reflection is labelled by three integers $h, k, l$, its Miller indices. In a cubic crystal with cell edge $a$, the planes $hkl$ have spacing $d$ with $1/d^2 = (h^2+k^2+l^2)/a^2$, without factors of $2\pi$. Both crystals considered here have one atom per lattice point, and all atoms within a crystal are equal. Their patterns are compared by line positions alone, on the assumption that no atomic form factor vanishes.

```lean
import Mathlib

open Complex

namespace CubicCentringPowderLines

noncomputable section
```

The file loads Mathlib, Lean's mathematical library. Opening `Complex` lets it write `exp` and `I` for the complex exponential and the imaginary unit.

```lean
/-- The cubic line index `N = h² + k² + l²` of the reflection `hkl`. -/
def lineIndex (h k l : ℤ) : ℤ := h ^ 2 + k ^ 2 + l ^ 2
```

This names the integer $N = h^2+k^2+l^2$. The type `ℤ` says that the indices are integers; they may be negative or zero.

```lean
/-- Structure factor of a primitive cubic crystal with one atom per cell, whose form factor
`f` depends on the line index. -/
def primitiveFactor (f : ℤ → ℂ) (h k l : ℤ) : ℂ := f (lineIndex h k l)
```

With a single atom at the origin of the cell, the structure factor is the atomic form factor, $F_{hkl} = f(N)$. Letting $f$ depend only on $N$ describes a spherically symmetric atom in a crystal of fixed edge.

```lean
/-- Structure factor of a body-centred cubic crystal with equal atoms at `(0,0,0)` and
`(1/2,1/2,1/2)`. -/
def bodyCentredFactor (f : ℤ → ℂ) (h k l : ℤ) : ℂ :=
  f (lineIndex h k l) *
    (1 + exp (2 * Real.pi * I * ((h : ℂ) * (1 / 2) + k * (1 / 2) + l * (1 / 2))))
```

The second atom sits at $(\tfrac12,\tfrac12,\tfrac12)$ and adds a phase:
$$F_{hkl} = f(N)\left(1 + e^{2\pi i (h/2+k/2+l/2)}\right).$$

```lean
/-- The powder pattern of a cubic crystal with structure factor `F` and cell edge `a`: the values
`1/d² = N/a²` of all reflections other than `000` with non-zero structure factor. -/
def powderPattern (F : ℤ → ℤ → ℤ → ℂ) (a : ℝ) : Set ℝ :=
  {q | ∃ h k l : ℤ, 0 < lineIndex h k l ∧ F h k l ≠ 0 ∧ q = (lineIndex h k l : ℝ) / a ^ 2}
```

A pattern is a set of real numbers, the values $q = 1/d^2 = N/a^2$ at which some reflection has $F_{hkl} \neq 0$. The condition `0 < lineIndex h k l` removes the undeflected beam $000$. Only positions are recorded: intensities, multiplicities, line widths and the limit set by the wavelength play no part.

## Parity decides which body-centred reflections survive

```lean
/-- The line index `h² + k² + l²` is even exactly when `h + k + l` is even. -/
theorem even_lineIndex_iff (h k l : ℤ) : Even (lineIndex h k l) ↔ Even (h + k + l) := by
  simp [lineIndex, Int.even_add, Int.even_pow]
```

For every integer $n$, the difference $n^2 - n = n(n-1)$ is even, so $n^2$ and $n$ have the same parity. Adding this for $h$, $k$ and $l$ shows that $N$ is even exactly when $h+k+l$ is. In Lean, `simp` uses `Int.even_add` to reduce the parity of a sum to that of its terms, and `Int.even_pow` to replace the parity of a square by that of its base.

```lean
/-- The two atoms of the body-centred cell scatter in phase when `h + k + l` is even and cancel
when it is odd. -/
theorem bodyCentredFactor_eq (f : ℤ → ℂ) (h k l : ℤ) :
    bodyCentredFactor f h k l = if Even (h + k + l) then 2 * f (lineIndex h k l) else 0 := by
  unfold bodyCentredFactor
  split_ifs with e
  · -- the phase is a multiple of a full turn
    obtain ⟨r, hr⟩ := e
    have hc : (h : ℂ) + k + l = r + r := by exact_mod_cast hr
    have hexp : exp (2 * Real.pi * I *
        ((h : ℂ) * (1 / 2) + k * (1 / 2) + l * (1 / 2))) = 1 :=
      Complex.exp_eq_one_iff.2 ⟨r, by linear_combination (Real.pi * I) * hc⟩
    rw [hexp]
    ring
  · -- the phase is a half turn more
    obtain ⟨r, hr⟩ := Int.not_even_iff_odd.1 e
    have hc : (h : ℂ) + k + l = 2 * r + 1 := by exact_mod_cast hr
    have hsplit : 2 * Real.pi * I * ((h : ℂ) * (1 / 2) + k * (1 / 2) + l * (1 / 2))
        = r * (2 * Real.pi * I) + Real.pi * I := by
      linear_combination (Real.pi * I) * hc
    have hone : exp ((r : ℂ) * (2 * Real.pi * I)) = 1 := Complex.exp_eq_one_iff.2 ⟨r, rfl⟩
    rw [hsplit, Complex.exp_add, hone, Complex.exp_pi_mul_I]
    ring
```

If $h+k+l = 2r$, the phase factor is $e^{2\pi i r} = 1$ and $F_{hkl} = 2f(N)$. If $h+k+l = 2r+1$, it is $e^{2\pi i r}e^{\pi i} = -1$ and $F_{hkl} = 0$. The tactic `split_ifs` separates these two cases, and `linear_combination` checks the algebra that turns the exponent into whole turns, plus a half turn in the odd case.

```lean
/-- For a non-vanishing form factor, a body-centred reflection is present exactly when its line
index is even. -/
theorem bodyCentred_present_iff {f : ℤ → ℂ} (hf : ∀ N, f N ≠ 0) (h k l : ℤ) :
    bodyCentredFactor f h k l ≠ 0 ↔ Even (lineIndex h k l) := by
  rw [bodyCentredFactor_eq, even_lineIndex_iff]
  split_ifs with e <;> simp [e, hf]
```

The hypothesis `hf` says that $f(N) \neq 0$ for every integer $N$. Physically, no reflection vanishes by accident because the atom itself fails to scatter at that angle; this is assumed, not derived. Then $2f(N) \neq 0$, and a body-centred reflection is present exactly when $N$ is even.

## Six indices that occur and one that does not

```lean
/-- For `1 ≤ m ≤ 6`, both `m` and `2m` are line indices of cubic reflections. -/
theorem first_six_indices (m : ℤ) (h1 : 1 ≤ m) (h6 : m ≤ 6) :
    (∃ h k l, lineIndex h k l = m) ∧ (∃ h k l, lineIndex h k l = 2 * m) := by
  interval_cases m
  · exact ⟨⟨1, 0, 0, by norm_num [lineIndex]⟩, ⟨1, 1, 0, by norm_num [lineIndex]⟩⟩
  · exact ⟨⟨1, 1, 0, by norm_num [lineIndex]⟩, ⟨2, 0, 0, by norm_num [lineIndex]⟩⟩
  · exact ⟨⟨1, 1, 1, by norm_num [lineIndex]⟩, ⟨2, 1, 1, by norm_num [lineIndex]⟩⟩
  · exact ⟨⟨2, 0, 0, by norm_num [lineIndex]⟩, ⟨2, 2, 0, by norm_num [lineIndex]⟩⟩
  · exact ⟨⟨2, 1, 0, by norm_num [lineIndex]⟩, ⟨3, 1, 0, by norm_num [lineIndex]⟩⟩
  · exact ⟨⟨2, 1, 1, by norm_num [lineIndex]⟩, ⟨2, 2, 2, by norm_num [lineIndex]⟩⟩
```

The proof gives a reflection for each number:

| $m$ | $hkl$ with $N = m$ | $hkl$ with $N = 2m$ |
|---|---|---|
| 1 | 100 | 110 |
| 2 | 110 | 200 |
| 3 | 111 | 211 |
| 4 | 200 | 220 |
| 5 | 210 | 310 |
| 6 | 211 | 222 |

To prove an existence statement in Lean, one supplies the indices inside `⟨ ⟩`, and `norm_num` does the arithmetic.

```lean
/-- No cubic reflection has line index 7. -/
theorem lineIndex_ne_seven (h k l : ℤ) : lineIndex h k l ≠ 7 := by
  intro e
  unfold lineIndex at e
  -- each Miller index is at most 2 in size, which leaves a finite search
  have h1 : h ≤ 2 := by nlinarith [sq_nonneg k, sq_nonneg l]
  have h2 : -2 ≤ h := by nlinarith [sq_nonneg k, sq_nonneg l]
  have k1 : k ≤ 2 := by nlinarith [sq_nonneg h, sq_nonneg l]
  have k2 : -2 ≤ k := by nlinarith [sq_nonneg h, sq_nonneg l]
  have l1 : l ≤ 2 := by nlinarith [sq_nonneg h, sq_nonneg k]
  have l2 : -2 ≤ l := by nlinarith [sq_nonneg h, sq_nonneg k]
  interval_cases h <;> interval_cases k <;> interval_cases l <;> omega
```

By hand, the squares not exceeding 7 are 0, 1 and 4. Two fours already give 8, one four gives at most $4+1+1 = 6$, and no four gives at most 3. Hence 7 is not a sum of three squares.

The proof turns on `interval_cases`, which replaces an integer variable by each of its possible values once it finds a lower and an upper bound among the hypotheses. Those bounds have to be proved first. If $h \geq 3$, then $h^2 \geq 9 > 7$, which is impossible because the other two squares are not negative; the same holds for $h \leq -3$. This is the kind of inequality that `nlinarith` finds, with `sq_nonneg` supplying the non-negative squares. Each index then lies between $-2$ and $2$, leaving $5^3 = 125$ numerical equations, and `omega` refutes each of them.

## Both patterns described by integers

```lean
/-- The lines of a primitive cubic crystal lie at `N/a²`, with `N` a positive line index. -/
theorem mem_primitive_iff {f : ℤ → ℂ} (hf : ∀ N, f N ≠ 0) (a q : ℝ) :
    q ∈ powderPattern (primitiveFactor f) a ↔
      ∃ N : ℤ, 0 < N ∧ (∃ h k l, lineIndex h k l = N) ∧ q = (N : ℝ) / a ^ 2 := by
  constructor
  · rintro ⟨h, k, l, hN, -, rfl⟩
    exact ⟨lineIndex h k l, hN, ⟨h, k, l, rfl⟩, rfl⟩
  · rintro ⟨N, hN, ⟨h, k, l, rfl⟩, rfl⟩
    exact ⟨h, k, l, hN, hf (lineIndex h k l), rfl⟩
```

If no form factor vanishes, a number $q$ is a line of the primitive crystal exactly when $q = N/a^2$ for some positive $N$ that is a sum of three squares. The two halves of the proof translate between "some reflection $hkl$" and "some integer $N$".

```lean
/-- The lines of a body-centred cubic crystal lie at `2m/b²`, with `2m` a positive line index. -/
theorem mem_bodyCentred_iff {f : ℤ → ℂ} (hf : ∀ N, f N ≠ 0) (b q : ℝ) :
    q ∈ powderPattern (bodyCentredFactor f) b ↔
      ∃ m : ℤ, 0 < m ∧ (∃ h k l, lineIndex h k l = 2 * m) ∧ q = 2 * (m : ℝ) / b ^ 2 := by
  constructor
  · rintro ⟨h, k, l, hN, hF, rfl⟩
    obtain ⟨m, hm⟩ := (bodyCentred_present_iff hf h k l).1 hF
    exact ⟨m, by omega, ⟨h, k, l, by omega⟩, by rw [hm, Int.cast_add, two_mul]⟩
  · rintro ⟨m, hm, ⟨h, k, l, e⟩, rfl⟩
    exact ⟨h, k, l, by omega, (bodyCentred_present_iff hf h k l).2 ⟨m, by omega⟩,
      by rw [e, Int.cast_mul, Int.cast_ofNat]⟩
```

Under the same hypothesis, the reflections present in the body-centred crystal of edge $b$ are exactly those with even $N$. Writing $N = 2m$ gives $q = 2m/b^2$, where $m$ is positive and $2m$ is a sum of three squares.

## The patterns part at 7/a²

```lean
/-- For non-vanishing form factors and `a > 0`, a primitive cubic crystal of edge `a` and a
body-centred one of edge `√2 a` both have exactly the lines `m/a²`, `m = 1, …, 6`, below `7/a²`. At
`7/a²` the body-centred crystal has a line and the primitive one has none; the primitive crystal has
a line at `8/a²`. -/
theorem seventh_line_separates {f g : ℤ → ℂ} (hf : ∀ N, f N ≠ 0) (hg : ∀ N, g N ≠ 0)
    {a : ℝ} (ha : 0 < a) :
    (∀ q < 7 / a ^ 2,
      (q ∈ powderPattern (primitiveFactor f) a ↔
        ∃ m : ℤ, 1 ≤ m ∧ m ≤ 6 ∧ q = (m : ℝ) / a ^ 2) ∧
      (q ∈ powderPattern (bodyCentredFactor g) (Real.sqrt 2 * a) ↔
        ∃ m : ℤ, 1 ≤ m ∧ m ≤ 6 ∧ q = (m : ℝ) / a ^ 2)) ∧
    7 / a ^ 2 ∈ powderPattern (bodyCentredFactor g) (Real.sqrt 2 * a) ∧
    7 / a ^ 2 ∉ powderPattern (primitiveFactor f) a ∧
    8 / a ^ 2 ∈ powderPattern (primitiveFactor f) a := by
  have ha2 : 0 < a ^ 2 := by positivity
  -- the larger body-centred cell halves the line index
  have key : ∀ x : ℝ, 2 * x / (Real.sqrt 2 * a) ^ 2 = x / a ^ 2 := by
    intro x
    rw [mul_pow, Real.sq_sqrt (by norm_num)]
    exact mul_div_mul_left x (a ^ 2) two_ne_zero
  have lt7 : ∀ N : ℤ, (N : ℝ) / a ^ 2 < 7 / a ^ 2 → N < 7 := by
    intro N h
    have h' := (div_lt_div_iff_of_pos_right ha2).1 h
    exact_mod_cast h'
  simp only [mem_primitive_iff hf, mem_bodyCentred_iff hg]
  refine ⟨fun q hq => ⟨⟨?_, ?_⟩, ⟨?_, ?_⟩⟩, ?_, ?_, ?_⟩
  · rintro ⟨N, hN, -, rfl⟩
    have := lt7 N hq
    exact ⟨N, by omega, by omega, rfl⟩
  · rintro ⟨m, h1, h6, rfl⟩
    exact ⟨m, by omega, (first_six_indices m h1 h6).1, rfl⟩
  · rintro ⟨m, hm, -, e⟩
    rw [key] at e
    have := lt7 m (e ▸ hq)
    exact ⟨m, by omega, by omega, e⟩
  · rintro ⟨m, h1, h6, rfl⟩
    exact ⟨m, by omega, (first_six_indices m h1 h6).2, (key m).symm⟩
  · exact ⟨7, by norm_num, ⟨3, 2, 1, by norm_num [lineIndex]⟩, by rw [key, Int.cast_ofNat]⟩
  · rintro ⟨N, -, ⟨h, k, l, e⟩, hq⟩
    have h7 : (N : ℝ) = 7 := ((div_left_inj' ha2.ne').1 hq).symm
    have hN : N = 7 := by exact_mod_cast h7
    exact lineIndex_ne_seven h k l (e.trans hN)
  · exact ⟨8, by norm_num, ⟨2, 2, 0, by norm_num [lineIndex]⟩, by norm_num⟩
```

The form factors $f$ and $g$ may differ, so the two crystals may consist of different elements. The primitive edge is $a > 0$ and the body-centred edge is $b = \sqrt2\,a$. The theorem states that:

- below $7/a^2$, each pattern consists of exactly the lines $m/a^2$ with $m = 1,\dots,6$;
- at $7/a^2$, the body-centred crystal has a line and the primitive one has none;
- at $8/a^2$, the primitive crystal has a line.

Since $b^2 = 2a^2$, a body-centred line lies at $2m/b^2 = m/a^2$; this is the step called `key`. A line below $7/a^2$ therefore has $m < 7$ in either crystal, and the table shows that all six values occur in both. At $m = 7$ the body-centred crystal needs $N = 14 = 3^2+2^2+1^2$, which the reflection 321 provides. The primitive crystal would need $N = 7$, which does not exist. Its next line is at $N = 8$, from 220.

For a numerical instance, take $a = 4$ Å, so that $b^2 = 32$ Å$^2$ and $b \approx 5.66$ Å.

| Line | Primitive, $N/16$ (Å$^{-2}$) | Body-centred, $N/32$ (Å$^{-2}$) |
|---|---|---|
| first | 100: $1/16 = 0.0625$ | 110: $2/32 = 0.0625$ |
| sixth | 211: $6/16 = 0.375$ | 222: $12/32 = 0.375$ |
| seventh | 220: $8/16 = 0.5$ | 321: $14/32 = 0.4375$ |

The seventh spacings are $d \approx 1.41$ Å for the primitive crystal and $d \approx 1.51$ Å for the body-centred one.

When a measured or simulated cubic pattern is indexed, the first six line positions thus leave these two lattices undecided and the seventh settles the matter, provided that there is one atom per lattice point, no form factor vanishes and none of the first seven lines is missed.

## No ratio of edges makes the patterns equal

```lean
/-- If no form factor vanishes, then for no choice of two positive cell edges do a primitive and a
body-centred cubic crystal, each with one atom per lattice point, have the same set of powder lines.
-/
theorem patterns_never_equal {f g : ℤ → ℂ} (hf : ∀ N, f N ≠ 0) (hg : ∀ N, g N ≠ 0)
    {a b : ℝ} (ha : 0 < a) (hb : 0 < b) :
    powderPattern (primitiveFactor f) a ≠ powderPattern (bodyCentredFactor g) b := by
  intro hEq
  have ha2 : 0 < a ^ 2 := by positivity
  have hb2 : 0 < b ^ 2 := by positivity
  -- each first line must occur in the other pattern
  have p1 : 1 / a ^ 2 ∈ powderPattern (primitiveFactor f) a :=
    (mem_primitive_iff hf _ _).2 ⟨1, by norm_num, ⟨1, 0, 0, by norm_num [lineIndex]⟩, by norm_num⟩
  have p2 : 2 / b ^ 2 ∈ powderPattern (bodyCentredFactor g) b :=
    (mem_bodyCentred_iff hg _ _).2
      ⟨1, by norm_num, ⟨1, 1, 0, by norm_num [lineIndex]⟩, by norm_num⟩
  rw [hEq, mem_bodyCentred_iff hg] at p1
  rw [← hEq, mem_primitive_iff hf] at p2
  obtain ⟨m, hm, -, e1⟩ := p1
  obtain ⟨N, hN, -, e2⟩ := p2
  rw [div_eq_div_iff ha2.ne' hb2.ne'] at e1
  rw [div_eq_div_iff hb2.ne' ha2.ne'] at e2
  have m1 : (1 : ℝ) ≤ m := by exact_mod_cast (show (1 : ℤ) ≤ m by omega)
  have N1 : (1 : ℝ) ≤ N := by exact_mod_cast (show (1 : ℤ) ≤ N by omega)
  -- so the first lines coincide, which fixes the ratio of the edges
  have hsq : b ^ 2 = 2 * a ^ 2 := by
    have i1 := mul_le_mul_of_nonneg_right m1 ha2.le
    have i2 := mul_le_mul_of_nonneg_right N1 hb2.le
    apply le_antisymm <;> linarith
  have hba : b = Real.sqrt 2 * a := by
    rw [← Real.sqrt_sq hb.le, hsq, Real.sqrt_mul (by norm_num), Real.sqrt_sq ha.le]
  obtain ⟨-, h7, h7', -⟩ := seventh_line_separates hf hg ha
  rw [hEq, hba] at h7'
  exact h7' h7

end

end CubicCentringPowderLines
```

Here $a$ and $b$ are arbitrary positive edges, and the theorem says that, as long as no form factor vanishes, the complete sets of lines are never equal. Suppose that they were.

The first primitive line, $1/a^2$, would occur in the body-centred pattern, so $1/a^2 = 2m/b^2$ for some integer $m \geq 1$. This gives $b^2 = 2m\,a^2 \geq 2a^2$. Conversely, the first body-centred line, $2/b^2$, would occur in the primitive pattern, so $2/b^2 = N/a^2$ for some integer $N \geq 1$. This gives $2a^2 = N b^2 \geq b^2$.

Together, $b^2 = 2a^2$, and since both edges are positive, $b = \sqrt2\,a$. The previous theorem now applies: $7/a^2$ belongs to one pattern and not to the other, which contradicts their equality.

The Lean proof takes the same route. The hypotheses `e1` and `e2` are the two equations after clearing denominators, `le_antisymm` combines the two inequalities into `hsq`, and `hba` takes the square root. The last line applies "$7/a^2$ is not a line" to "$7/a^2$ is a line", which is how Lean expresses a contradiction.

```lean
#print axioms CubicCentringPowderLines.patterns_never_equal
```

```
'CubicCentringPowderLines.patterns_never_equal' depends on axioms: [propext, Classical.choice, Quot.sound]
```
